# The union bound for commuting projective tests on a finite-dimensional quantum system

The probability that at least one of several compatible yes-no measurements fails can be bounded by means of an operator for the event "at least one fails". Here each test is a projector $P$, with $P$ for "pass" and $1-P$ for "fail". The event that all tests pass is the product of the projectors, and the event that some test fails is $1-\prod P$. This choice is sound because the tests commute: the product is then itself a projector and does not depend on the order of its factors.

## From single failures to a joint guarantee

Suppose a system in state $\rho$ is subjected to several checks, and the failure probability of each one is known. The probability that something fails should be at most the sum of these numbers, as for classical events. For commuting projective checks in finite dimension, such as the stabiliser measurements of an error-correcting code, this turns a list of separate failure probabilities into a bound on the probability that at least one check fails.

The name "quantum union bound" is often used for inequalities about sequences of measurements that need not commute, where the right-hand side is weaker. The result below is the commuting case, with the classical right-hand side.

## The inequality in words and in Lean

Let $L$ be a finite list of projectors that commute pairwise, and let $R$ be their product. Define the union defect

$$D(L)=\sum_{P\in L}(1-P)-(1-R).$$

The main theorem, `quantum_union_bound`, says that $D(L)$ is positive semidefinite. The theorem `failure_probability_le` gives the version for probabilities: if $\rho$ is positive semidefinite with trace one, then

$$1-p(R)\le\sum_{P\in L}\bigl(1-p(P)\bigr),\qquad p(A)=\operatorname{Re}\operatorname{tr}(\rho A).$$

The Lean objects correspond to the physics as follows.

- The letter `n` is a finite type that labels basis states, not a number; the dimension is its number of elements.
- `IsProjector P` says that $P$ is Hermitian and $P^2=P$.
- `CompatibleTests L` says that every entry of `L` is a projector and that entries at different positions commute. A test may occur more than once.
- `unionDefect L` is $D(L)$, and `L.prod` is $R$.
- `prob ρ P` is $p(P)$, the probability of passing when $\rho$ is a state and $P$ a projector.

One step to the laboratory remains an assumption. We read $p(R)$ as the probability that all tests pass when they are performed one after another; this is justified for ideal projective measurements, each leaving the state projected onto its outcome. Noisy detectors and infinite-dimensional systems lie beyond this model.

## Adding one test at a time

**Projectors from projectors.** If $P$ is a projector, so is $1-P$: it is Hermitian, and $(1-P)^2=1-2P+P^2=1-P$. If $P$ and $Q$ are commuting projectors, then $(PQ)^\dagger=QP=PQ$ and $PQPQ=P^2Q^2=PQ$, so $PQ$ is a projector. The empty product is $1$, and a test that commutes with every factor of a product commutes with the product. By induction, $R$ is a projector.

**The increment.** Put a further test $P$ in front of $L$, and write $P::L$ for the longer list, whose product is $PR$. Then

$$D(P::L)=(1-P)+\sum_{Q\in L}(1-Q)-(1-PR).$$

Since $\sum_{Q\in L}(1-Q)=D(L)+(1-R)$,

$$D(P::L)=D(L)+1-P-R+PR=D(L)+(1-P)(1-R).$$

**Positivity.** If $P$ commutes with all of $L$, then $E=(1-P)(1-R)$ is a product of commuting projectors. It is the projector onto "$P$ fails and some test of $L$ fails". For every vector $x$, $\langle x,Ex\rangle=\langle x,E^\dagger Ex\rangle=\|Ex\|^2\ge0$. Since $D$ of the empty list is $0$ and each step adds a positive semidefinite matrix, $D(L)$ is positive semidefinite.

**Probabilities.** Cyclicity of the trace gives $\operatorname{tr}(\rho E)=\operatorname{tr}(\rho E^2)=\operatorname{tr}(E\rho E)\ge0$. Expanding $E$ and using $\operatorname{tr}\rho=1$, we get $1-p(P)-p(R)+p(PR)\ge0$, that is,

$$1-p(PR)\le\bigl(1-p(P)\bigr)+\bigl(1-p(R)\bigr).$$

The induction hypothesis bounds the last bracket by the sum over $L$. For the empty list both sides are $0$.

## When the bound is an equality

For compatible tests, $D(L)=0$ exactly when $(1-P)(1-Q)=0$ for entries at different positions of the list: no two tests can fail together. A repeated test $P$ therefore satisfies the condition only if $1-P=0$. This is equality of operators, and so equality of the two probabilities in every state. In a particular state they can agree even if $D(L)\neq0$, for example when all tests pass with certainty.

Suppose $D(P::L)=0$. The traces of $D(L)$ and $E$ are nonnegative and add up to zero, so both vanish. From $\operatorname{tr}(E^\dagger E)=\operatorname{tr}E=0$ we get $E=0$, and hence $D(L)=0$. For $Q\in L$, moving $Q$ next to its own copy in $R$ gives $RQ=R$, so $(1-R)(1-Q)=1-Q$. Therefore

$$(1-P)(1-Q)=(1-P)(1-R)(1-Q)=0.$$

The remaining pairs follow by induction from $D(L)=0$.

Conversely, suppose that the failure projectors of any two entries at different positions of $P::L$ have product $0$. In particular, $(1-P)(1-Q)=0$ for all $Q\in L$. If $R=bR'$, with $b$ the first test and $R'$ the product of the others, then

$$(1-P)(1-bR')=(1-P)(1-R')+(1-P)(1-b)R'.$$

The last term vanishes, and repeating the step leads to the empty product, where $1-1=0$. Hence $E=0$ at every stage, and $D$ stays at $0$.

## One test, two tests, three levels

With a single test the two sides agree and $D=0$. Two tests are the smallest case with content: $D=(1-P)(1-Q)=1-P-Q+PQ$. If this matrix is positive semidefinite, it is Hermitian, so $PQ=(PQ)^\dagger=QP$. For two projectors, positivity of the defect is thus equivalent to commutation.

On a three-level system take $P=\operatorname{diag}(0,1,1)$ and $Q=\operatorname{diag}(0,0,1)$. The failure projectors are $\operatorname{diag}(1,0,0)$ and $\operatorname{diag}(1,1,0)$, and $D=\operatorname{diag}(1,0,0)$. In the first level both tests fail with certainty, so the sum is $2$ while the probability of some failure is $1$.

## Sequential tests as a different model

For two tests performed in the order $P$, then $Q$, the operator for "both pass" is $PQP$, which is Hermitian even when $P$ and $Q$ do not commute. With this definition the defect becomes $1-P-Q+PQP$, and it agrees with the one above for commuting tests. Hermiticity alone would then no longer detect noncommuting tests, but the inequality can still fail. For $P=\operatorname{diag}(1,0)$ and $Q=\tfrac12\begin{pmatrix}1&1\\1&1\end{pmatrix}$, direct calculation gives

$$1-P-Q+PQP=\begin{pmatrix}0&-\tfrac12\\-\tfrac12&\tfrac12\end{pmatrix},$$

whose determinant is $-\tfrac14$. In some state, the sequential failure probability exceeds the sum of the two single ones.

## The Lean development

```lean
import Mathlib

open Matrix
open scoped ComplexOrder

namespace QuantumUnionBound

variable {n : Type*} [Fintype n] [DecidableEq n]

/-- A yes-no test: a Hermitian idempotent complex matrix. -/
structure IsProjector (P : Matrix n n ℂ) : Prop where
  herm : P.IsHermitian
  idem : P * P = P

/-- A finite list of yes-no tests that commute pairwise. -/
structure CompatibleTests (L : List (Matrix n n ℂ)) : Prop where
  projector : ∀ P ∈ L, IsProjector P
  commute : L.Pairwise Commute

/-- The sum of `1 - P` over all matrices `P` in the list, minus `1 - ∏ P`. For compatible tests,
`1 - ∏ P` is the operator for the failure of at least one test. -/
def unionDefect (L : List (Matrix n n ℂ)) : Matrix n n ℂ :=
  (L.map (fun P => 1 - P)).sum - (1 - L.prod)

/-- The real part of `tr (ρ P)`. For a state `ρ` and a projector `P` this is the Born-rule
probability that the test `P` passes. -/
def prob (ρ P : Matrix n n ℂ) : ℝ := (ρ * P).trace.re

/-- The complement `1 - P` of a projector is a projector. -/
theorem IsProjector.compl {P : Matrix n n ℂ} (hP : IsProjector P) :
    IsProjector (1 - P) := by
  refine ⟨Matrix.isHermitian_one.sub hP.herm, ?_⟩
  calc (1 - P) * (1 - P) = 1 - P - P + P * P := by noncomm_ring
    _ = 1 - P := by rw [hP.idem]; abel

omit [DecidableEq n] in
/-- The product of two commuting projectors is a projector. -/
theorem IsProjector.mul {P Q : Matrix n n ℂ} (hP : IsProjector P)
    (hQ : IsProjector Q) (hc : Commute P Q) : IsProjector (P * Q) := by
  constructor
  · show (P * Q)ᴴ = P * Q
    rw [Matrix.conjTranspose_mul, hP.herm.eq, hQ.herm.eq, hc.eq]
  · calc P * Q * (P * Q) = P * (Q * P) * Q := by simp only [mul_assoc]
      _ = P * (P * Q) * Q := by rw [hc.eq]
      _ = (P * P) * (Q * Q) := by simp only [mul_assoc]
      _ = P * Q := by rw [hP.idem, hQ.idem]

omit [DecidableEq n] in
/-- A projector is positive semidefinite. -/
theorem IsProjector.posSemidef {E : Matrix n n ℂ} (hE : IsProjector E) :
    E.PosSemidef := by
  have h := Matrix.posSemidef_conjTranspose_mul_self E
  rwa [hE.herm.eq, hE.idem] at h

omit [DecidableEq n] in
private theorem CompatibleTests.tail {P : Matrix n n ℂ} {L : List (Matrix n n ℂ)}
    (h : CompatibleTests (P :: L)) : CompatibleTests L :=
  ⟨fun Q hQ => h.projector Q (List.mem_cons_of_mem _ hQ),
    (List.pairwise_cons.mp h.commute).2⟩

private theorem commute_prod {P : Matrix n n ℂ} {L : List (Matrix n n ℂ)}
    (h : ∀ Q ∈ L, Commute P Q) : Commute P L.prod := by
  induction L with
  | nil => rw [List.prod_nil]; exact Commute.one_right P
  | cons a L ih =>
    rw [List.prod_cons]
    exact (h a List.mem_cons_self).mul_right
      (ih fun Q hQ => h Q (List.mem_cons_of_mem _ hQ))

private theorem prod_projector {L : List (Matrix n n ℂ)} (h : CompatibleTests L) :
    IsProjector L.prod := by
  induction L with
  | nil => rw [List.prod_nil]; exact ⟨Matrix.isHermitian_one, mul_one 1⟩
  | cons a L ih =>
    rw [List.prod_cons]
    exact (h.projector a List.mem_cons_self).mul (ih h.tail)
      (commute_prod (List.pairwise_cons.mp h.commute).1)

private theorem joint_failure {P : Matrix n n ℂ} {L : List (Matrix n n ℂ)}
    (h : CompatibleTests (P :: L)) : IsProjector ((1 - P) * (1 - L.prod)) := by
  have hc : Commute P L.prod := commute_prod (List.pairwise_cons.mp h.commute).1
  have hc' : Commute P (1 - L.prod) := (Commute.one_right P).sub_right hc
  exact (h.projector P List.mem_cons_self).compl.mul (prod_projector h.tail).compl
    ((Commute.one_left _).sub_left hc')

/-- Putting a matrix `P` in front of a list adds `(1 - P)(1 - R)` to the union defect, where `R` is
the product of the matrices already in the list. -/
theorem unionDefect_cons (P : Matrix n n ℂ) (L : List (Matrix n n ℂ)) :
    unionDefect (P :: L) = unionDefect L + (1 - P) * (1 - L.prod) := by
  simp only [unionDefect, List.map_cons, List.sum_cons, List.prod_cons]
  noncomm_ring

/-- Quantum union bound: for finitely many pairwise commuting projectors,
`∑ (1 - P) - (1 - ∏ P)` is positive semidefinite. -/
theorem quantum_union_bound {L : List (Matrix n n ℂ)} (h : CompatibleTests L) :
    ((L.map (fun P => 1 - P)).sum - (1 - L.prod)).PosSemidef := by
  change (unionDefect L).PosSemidef
  induction L with
  | nil => simpa [unionDefect] using (Matrix.PosSemidef.zero : (0 : Matrix n n ℂ).PosSemidef)
  | cons P L ih =>
    -- the increment is the projector onto joint failure
    rw [unionDefect_cons]
    exact (ih h.tail).add (joint_failure h).posSemidef

/-- In a state `ρ` (positive semidefinite, trace one), the probability that some
compatible test fails is at most the sum of the single failure probabilities. -/
theorem failure_probability_le {ρ : Matrix n n ℂ} (hρ : ρ.PosSemidef)
    (htr : ρ.trace = 1) {L : List (Matrix n n ℂ)} (h : CompatibleTests L) :
    1 - prob ρ L.prod ≤ (L.map (fun P => 1 - prob ρ P)).sum := by
  induction L with
  | nil => simp [prob, htr]
  | cons P L ih =>
    have hE := joint_failure h
    -- joint failure has probability tr (E ρ E) ≥ 0
    have key : 0 ≤ prob ρ ((1 - P) * (1 - L.prod)) := by
      generalize (1 - P) * (1 - L.prod) = E at hE
      have e : (ρ * E).trace = (Eᴴ * ρ * E).trace := by
        rw [hE.herm.eq, Matrix.trace_mul_cycle, hE.idem, Matrix.trace_mul_comm]
      rw [prob, e]
      exact (Complex.le_def.mp (hρ.conjTranspose_mul_mul_same E).trace_nonneg).1
    have e : ρ * ((1 - P) * (1 - L.prod))
        = ρ - ρ * P - ρ * L.prod + ρ * (P * L.prod) := by noncomm_ring
    have := ih h.tail
    simp only [prob, e, Matrix.trace_add, Matrix.trace_sub, htr, Complex.add_re,
      Complex.sub_re, Complex.one_re] at key this
    simp only [prob, List.map_cons, List.sum_cons, List.prod_cons]
    linarith

private theorem prod_absorb {L : List (Matrix n n ℂ)} (h : CompatibleTests L)
    {Q : Matrix n n ℂ} (hQ : Q ∈ L) : L.prod * Q = L.prod := by
  induction L with
  | nil => cases hQ
  | cons a L ih =>
    rw [List.prod_cons]
    rcases List.mem_cons.mp hQ with rfl | hQ'
    · have hc := commute_prod (List.pairwise_cons.mp h.commute).1
      rw [mul_assoc, ← hc.eq, ← mul_assoc, (h.projector Q List.mem_cons_self).idem]
    · rw [mul_assoc, ih h.tail hQ']

private theorem mul_one_sub_prod {A : Matrix n n ℂ} {L : List (Matrix n n ℂ)}
    (h : ∀ Q ∈ L, A * (1 - Q) = 0) : A * (1 - L.prod) = 0 := by
  induction L with
  | nil => simp
  | cons b L ih =>
    rw [List.prod_cons]
    calc A * (1 - b * L.prod) = A * (1 - L.prod) + A * (1 - b) * L.prod := by
          noncomm_ring
      _ = 0 := by
          rw [ih fun Q hQ => h Q (List.mem_cons_of_mem _ hQ),
            h b List.mem_cons_self, zero_mul, add_zero]

/-- For compatible tests the union bound is an operator equality exactly when the failure projectors
`1 - P` of tests at different positions in the list are orthogonal. -/
theorem unionDefect_eq_zero_iff {L : List (Matrix n n ℂ)} (h : CompatibleTests L) :
    unionDefect L = 0 ↔ L.Pairwise (fun P Q => (1 - P) * (1 - Q) = 0) := by
  induction L with
  | nil => simp [unionDefect]
  | cons P L ih =>
    rw [unionDefect_cons, List.pairwise_cons]
    constructor
    · intro h0
      have hE := joint_failure h
      have hD : (unionDefect L).PosSemidef := quantum_union_bound h.tail
      -- two nonnegative traces add up to zero, so both vanish
      have ht : (unionDefect L).trace + ((1 - P) * (1 - L.prod)).trace = 0 := by
        rw [← Matrix.trace_add, h0, Matrix.trace_zero]
      have ht2 := ((add_eq_zero_iff_of_nonneg hD.trace_nonneg
        hE.posSemidef.trace_nonneg).mp ht).2
      have hE0 : (1 - P) * (1 - L.prod) = 0 := by
        apply Matrix.trace_conjTranspose_mul_self_eq_zero_iff.mp
        rw [hE.herm.eq, hE.idem, ht2]
      rw [hE0, add_zero] at h0
      refine ⟨fun Q hQ => ?_, (ih h.tail).mp h0⟩
      calc (1 - P) * (1 - Q) = (1 - P) * (1 - L.prod) * (1 - Q)
            + (1 - P) * (L.prod - L.prod * Q) := by noncomm_ring
        _ = 0 := by
            rw [hE0, prod_absorb h.tail hQ, sub_self, zero_mul, mul_zero, add_zero]
    · rintro ⟨h1, h2⟩
      rw [(ih h.tail).mpr h2, zero_add]
      exact mul_one_sub_prod h1

/-- For two projectors, the union defect is positive semidefinite if and only if
they commute. -/
theorem two_tests_iff_commute {P Q : Matrix n n ℂ} (hP : IsProjector P)
    (hQ : IsProjector Q) : (unionDefect [P, Q]).PosSemidef ↔ Commute P Q := by
  constructor
  · intro h
    have e : unionDefect [P, Q] = 1 - P - Q + P * Q := by
      simp only [unionDefect, List.map_cons, List.map_nil, List.sum_cons,
        List.sum_nil, List.prod_cons, List.prod_nil]
      noncomm_ring
    -- positivity forces the defect to be Hermitian
    have H := h.isHermitian.eq
    rw [e, Matrix.conjTranspose_add, Matrix.conjTranspose_sub, Matrix.conjTranspose_sub,
      Matrix.conjTranspose_one, Matrix.conjTranspose_mul, hP.herm.eq, hQ.herm.eq] at H
    exact (add_left_cancel H).symm
  · intro hc
    exact quantum_union_bound ⟨by simp [hP, hQ], by simp [hc]⟩

/-- The projectors `diag(0,1,1)` and `diag(0,0,1)` are compatible tests, and their
union defect is `diag(1,0,0)`. -/
theorem compatibleTests_witness :
    CompatibleTests [diagonal ![(0 : ℂ), 1, 1], diagonal ![(0 : ℂ), 0, 1]] ∧
    unionDefect [diagonal ![(0 : ℂ), 1, 1], diagonal ![(0 : ℂ), 0, 1]]
      = diagonal ![(1 : ℂ), 0, 0] := by
  refine ⟨⟨?_, ?_⟩, ?_⟩
  · intro P hP
    simp only [List.mem_cons, List.not_mem_nil, or_false] at hP
    rcases hP with rfl | rfl <;> constructor <;> ext i j <;>
      fin_cases i <;> fin_cases j <;> simp
  · simp [Commute, SemiconjBy, Matrix.diagonal_mul_diagonal, mul_comm]
  · ext i j
    fin_cases i <;> fin_cases j <;>
      simp [unionDefect]

end QuantumUnionBound
```

```lean
#print axioms QuantumUnionBound.quantum_union_bound
-- 'QuantumUnionBound.quantum_union_bound' depends on axioms: [propext, Classical.choice, Quot.sound]
#print axioms QuantumUnionBound.failure_probability_le
-- 'QuantumUnionBound.failure_probability_le' depends on axioms: [propext, Classical.choice, Quot.sound]
#print axioms QuantumUnionBound.unionDefect_eq_zero_iff
-- 'QuantumUnionBound.unionDefect_eq_zero_iff' depends on axioms: [propext, Classical.choice, Quot.sound]
#print axioms QuantumUnionBound.two_tests_iff_commute
-- 'QuantumUnionBound.two_tests_iff_commute' depends on axioms: [propext, Classical.choice, Quot.sound]
```

## How the lemmas carry the argument

`IsProjector.compl` and `IsProjector.mul` are the two closure rules for projectors; their `calc` blocks follow the algebra above. `IsProjector.posSemidef` starts from Mathlib's fact that $E^\dagger E$ is positive semidefinite and rewrites it to $E$.

`CompatibleTests.tail` removes the first test from a compatible list. `commute_prod` and `prod_projector` are the inductions for the product, and `joint_failure` combines them to show that $E$ is a projector. The increment formula is `unionDefect_cons`. After the list operations are unfolded, `noncomm_ring` proves it as an identity in a noncommutative ring, so this lemma needs no hypothesis on the matrices.

In `quantum_union_bound`, `change` replaces the written-out difference by `unionDefect L`. The induction step rewrites with the increment formula and adds two positive semidefinite matrices.

`failure_probability_le` runs its own induction. The step `key` is $\operatorname{tr}(\rho E)\ge0$: `generalize` hides the product behind the letter `E`, and the trace rewrites turn $\operatorname{tr}(\rho E)$ into $\operatorname{tr}(E^\dagger\rho E)$. The expansion `e` expresses `key` through single traces, and `linarith` combines it with the induction hypothesis.

For the equality case, `prod_absorb` is $RQ=R$, and `mul_one_sub_prod` passes from $A(1-Q)=0$ for every $Q$ in the list to $A(1-R)=0$. In `unionDefect_eq_zero_iff`, `add_eq_zero_iff_of_nonneg` splits the vanishing sum of traces, and `trace_conjTranspose_mul_self_eq_zero_iff` yields $E=0$.

In `two_tests_iff_commute`, the forward direction takes the Hermiticity contained in `PosSemidef` and cancels the common terms $1-P-Q$; the reverse direction applies the main theorem to the list `[P, Q]`. `compatibleTests_witness` checks the three-level example, mostly entry by entry.
